# Orthogonalising valence functions to the core block-diagonalises a positive definite overlap matrix

Let a finite basis consist of core functions $\varphi_i$ and valence functions $\chi_a$, with the positive definite overlap matrix

$$S=\begin{pmatrix}A & B\\ B^\dagger & D\end{pmatrix},\qquad A_{ij}=\langle\varphi_i|\varphi_j\rangle,\quad B_{ia}=\langle\varphi_i|\chi_a\rangle,\quad D_{ab}=\langle\chi_a|\chi_b\rangle .$$

Then the basis change $T$ that subtracts from each valence function its core part gives

$$T^\dagger S\,T=\begin{pmatrix}A&0\\0&D'\end{pmatrix},\qquad T=\begin{pmatrix}1&-A^{-1}B\\0&1\end{pmatrix},\qquad D'=D-B^\dagger A^{-1}B,$$

where $A$ and $D'$ are positive definite and $D-D'$ is positive semidefinite. In electronic-structure work with a finite non-orthogonal basis, this is the overlap-matrix side of separating valence functions from a chosen core space; no Hamiltonian enters.

## The basis, its overlap matrix and the admixture

```lean
import Mathlib

open Matrix
open scoped ComplexOrder

namespace CoreValenceOrthogonalisation

noncomputable section

variable {c v : Type*} [Fintype c] [DecidableEq c] [Fintype v] [DecidableEq v]
```

The types `c` and `v` are the sets of labels for core and valence functions. They are finite and otherwise arbitrary, and either may be empty. Opening `ComplexOrder` gives meaning to inequalities between complex numbers: $z\le w$ says that $w-z$ is real and non-negative. A statement $0<z$ therefore includes the claim that $z$ is real.

```lean
/-- The overlap matrix of a basis split into core functions (block `A`) and valence
functions (block `D`), with core-valence overlaps `B`. -/
def overlap (A : Matrix c c ℂ) (B : Matrix c v ℂ) (D : Matrix v v ℂ) :
    Matrix (c ⊕ v) (c ⊕ v) ℂ :=
  fromBlocks A B Bᴴ D
```

This is $S$. The type `c ⊕ v` is the disjoint union of the two label sets, `fromBlocks` assembles a matrix from four blocks, and `ᴴ` is the conjugate transpose, written $\dagger$ here. The definition takes any three matrices; that they come from actual functions is expressed later by the hypothesis that `overlap A B D` is positive definite.

```lean
/-- The basis change that keeps the core functions and adds to each valence function
the core functions with coefficients `X`. -/
def admix (X : Matrix c v ℂ) : Matrix (c ⊕ v) (c ⊕ v) ℂ :=
  fromBlocks 1 X 0 1
```

The columns of this matrix are the new basis functions. The core functions stay as they are, and each valence function becomes

$$\chi_a'=\chi_a+\sum_i\varphi_i X_{ia}.$$

The overlap matrix of the new basis is $T^\dagger S\,T$ with $T$ = `admix X`.

```lean
/-- The matrix `D' = D - Bᴴ A⁻¹ B`. -/
def valenceOverlap (A : Matrix c c ℂ) (B : Matrix c v ℂ) (D : Matrix v v ℂ) :
    Matrix v v ℂ :=
  D - Bᴴ * A⁻¹ * B
```

This is $D'$, the Schur complement of $A$ in $S$. Lean assigns a value to `A⁻¹` even when $A$ is singular, but wherever the inverse matters below, $A$ is positive definite and the inverse is the true one.

## What a general admixture does

```lean
/-- The overlap matrix after an arbitrary admixture `X` of core functions to the
valence functions. -/
theorem admix_overlap (A : Matrix c c ℂ) (B X : Matrix c v ℂ) (D : Matrix v v ℂ) :
    (admix X)ᴴ * overlap A B D * admix X =
      fromBlocks A (A * X + B) (Xᴴ * A + Bᴴ) ((Xᴴ * A + Bᴴ) * X + (Xᴴ * B + D)) := by
  simp [admix, overlap, fromBlocks_conjTranspose, fromBlocks_multiply]
```

A Lean theorem has a name, then its variables and hypotheses, then a colon and the claim; the proof follows `:= by`. This one has no hypotheses beyond the shapes of the matrices. By hand,

$$S\,T=\begin{pmatrix}A&AX+B\\B^\dagger&B^\dagger X+D\end{pmatrix},$$

and multiplying from the left by $T^\dagger=\begin{pmatrix}1&0\\X^\dagger&1\end{pmatrix}$ gives

$$T^\dagger S\,T=\begin{pmatrix}A&AX+B\\X^\dagger A+B^\dagger&(X^\dagger A+B^\dagger)X+X^\dagger B+D\end{pmatrix}.$$

The tactic `simp` does the same calculation, using the rules for transposing and multiplying block matrices.

## Positivity and the completed square

```lean
omit [DecidableEq c] [DecidableEq v] in
/-- If the full overlap matrix is positive definite, so is its core block. -/
theorem core_posDef {A : Matrix c c ℂ} {B : Matrix c v ℂ} {D : Matrix v v ℂ}
    (hS : (overlap A B D).PosDef) : A.PosDef := by
  rw [posDef_iff_dotProduct_mulVec]
  constructor
  · exact (isHermitian_fromBlocks_iff.1 hS.isHermitian).1
  · intro x hx
    -- test the full matrix on a pure core function
    have hne : Sum.elim x (0 : v → ℂ) ≠ 0 :=
      fun h => hx (funext fun i => congrFun h (Sum.inl i))
    have h := hS.dotProduct_mulVec_pos hne
    simpa [overlap, fromBlocks_mulVec, dotProduct, Fintype.sum_sum_type] using h
```

If $S$ is positive definite, so is $A$. Positive definite means Hermitian with $z^\dagger S z>0$ for every $z\neq0$. The block $A$ inherits Hermiticity from $S$. For positivity, take a non-zero core vector $x$ and test $S$ on $(x,0)$:

$$0<\begin{pmatrix}x\\0\end{pmatrix}^{\!\dagger}S\begin{pmatrix}x\\0\end{pmatrix}=x^\dagger A x.$$

In the code, `Sum.elim x 0` is the vector $(x,0)$, `hne` says that it is non-zero, and the final `simpa` reduces the full quadratic form to the core one.

```lean
omit [DecidableEq v] in
/-- The squared norm of a function with core coefficients `x` and valence coefficients `y` splits
into a core part and a part given by `D'`, when `A` is positive definite. -/
theorem norm_split {A : Matrix c c ℂ} (hA : A.PosDef) (B : Matrix c v ℂ)
    (D : Matrix v v ℂ) (x : c → ℂ) (y : v → ℂ) :
    star (Sum.elim x y) ⬝ᵥ overlap A B D *ᵥ Sum.elim x y =
      star (x + (A⁻¹ * B) *ᵥ y) ⬝ᵥ A *ᵥ (x + (A⁻¹ * B) *ᵥ y) +
        star y ⬝ᵥ valenceOverlap A B D *ᵥ y := by
  let : Invertible A := A.invertibleOfIsUnitDet ((isUnit_iff_isUnit_det A).1 hA.isUnit)
  simpa only [overlap, valenceOverlap, Matrix.dotProduct_mulVec] using
    schur_complement_eq₁₁ B D x y hA.isHermitian
```

The function $f=\sum_i x_i\varphi_i+\sum_a y_a\chi_a$ has squared norm $(x,y)^\dagger S\,(x,y)$. In the Lean statement `*ᵥ` applies a matrix to a vector, `⬝ᵥ` is the dot product without conjugation, and `star` supplies the conjugation. The claim is

$$\begin{pmatrix}x\\y\end{pmatrix}^{\!\dagger}S\begin{pmatrix}x\\y\end{pmatrix}=(x+A^{-1}By)^\dagger A\,(x+A^{-1}By)+y^\dagger D'y .$$

To check it, expand the first term on the right. Since $A$ is Hermitian, so is $A^{-1}$, and the term equals

$$x^\dagger Ax+x^\dagger By+y^\dagger B^\dagger x+y^\dagger B^\dagger A^{-1}By .$$

The last summand cancels against the one subtracted in $y^\dagger D'y=y^\dagger Dy-y^\dagger B^\dagger A^{-1}By$. What remains is the left-hand side. Mathlib already contains this identity as `schur_complement_eq₁₁`; the proof supplies the invertibility of $A$ and matches the notation.

```lean
omit [DecidableEq v] in
/-- The difference `D - D'` is positive semidefinite when the core overlap matrix is
positive definite. -/
theorem removed_posSemidef {A : Matrix c c ℂ} (hA : A.PosDef) (B : Matrix c v ℂ)
    (D : Matrix v v ℂ) : (D - valenceOverlap A B D).PosSemidef := by
  rw [valenceOverlap, sub_sub_cancel]
  exact hA.inv.posSemidef.conjTranspose_mul_mul_same B
```

The matrix removed from $D$ is $D-D'=B^\dagger A^{-1}B$. For any $y$,

$$y^\dagger B^\dagger A^{-1}B\,y=(By)^\dagger A^{-1}(By)\ge0,$$

because the inverse of a positive definite matrix is positive definite. The two lines of the proof are these two statements. Physically, $B^\dagger A^{-1}B$ is the overlap matrix of the projections of the valence functions onto the core space, so orthogonalisation never lengthens a valence function.

```lean
omit [DecidableEq v] in
/-- The full overlap matrix is positive definite exactly when the core block `A` and the
matrix `D'` both are. -/
theorem overlap_posDef_iff (A : Matrix c c ℂ) (B : Matrix c v ℂ) (D : Matrix v v ℂ) :
    (overlap A B D).PosDef ↔ A.PosDef ∧ (valenceOverlap A B D).PosDef := by
  constructor
  · intro hS
    have hA := core_posDef hS
    refine ⟨hA, ?_⟩
    rw [posDef_iff_dotProduct_mulVec]
    constructor
    · have hD : D.IsHermitian := (isHermitian_fromBlocks_iff.1 hS.isHermitian).2.2.2
      have h := hD.sub (removed_posSemidef hA B D).isHermitian
      rwa [sub_sub_cancel] at h
    · intro y hy
      -- test on a valence function whose core component has been removed
      have hne : Sum.elim (-((A⁻¹ * B) *ᵥ y)) y ≠ 0 :=
        fun h => hy (funext fun i => congrFun h (Sum.inr i))
      have h := hS.dotProduct_mulVec_pos hne
      rw [norm_split hA, neg_add_cancel, mulVec_zero, dotProduct_zero, zero_add] at h
      exact h
  · rintro ⟨hA, hV⟩
    rw [posDef_iff_dotProduct_mulVec]
    constructor
    · have hD := hV.isHermitian.add (removed_posSemidef hA B D).isHermitian
      rw [add_sub_cancel] at hD
      exact isHermitian_fromBlocks_iff.2
        ⟨hA.isHermitian, rfl, conjTranspose_conjTranspose B, hD⟩
    · intro z hz
      obtain ⟨x, y, rfl⟩ : ∃ x y, z = Sum.elim x y :=
        ⟨_, _, (Sum.elim_comp_inl_inr z).symm⟩
      rw [norm_split hA]
      by_cases hy : y = 0
      · subst hy
        have hx : x ≠ 0 := by
          rintro rfl
          apply hz
          ext i
          cases i <;> rfl
        simpa using hA.dotProduct_mulVec_pos hx
      · exact add_pos_of_nonneg_of_pos (hA.posSemidef.dotProduct_mulVec_nonneg _)
          (hV.dotProduct_mulVec_pos hy)
```

$S$ is positive definite exactly when $A$ and $D'$ both are. For overlap matrices, positive definiteness is linear independence of the basis functions.

From left to right, $A$ is positive definite by `core_posDef`. The matrix $D'$ is Hermitian, being the difference of the Hermitian matrices $D$ and $D-D'$. For $y\ne0$, test $S$ on the non-zero vector $(-A^{-1}By,\,y)$. The first square in the split norm vanishes, which leaves $0<y^\dagger D'y$.

From right to left, $D=D'+(D-D')$ is Hermitian, and hence so is $S$. Take a non-zero vector $(x,y)$. If $y\neq0$, the $D'$ term is strictly positive and the $A$ term is non-negative. If $y=0$, then $x\neq0$ and the norm is $x^\dagger Ax>0$. The line `by_cases hy : y = 0` makes this distinction.

## The orthogonalising admixture

```lean
/-- For positive definite `A`, an admixture `X` makes the valence functions orthogonal to the core
exactly when `X = -A⁻¹ B`. -/
theorem orthogonal_iff {A : Matrix c c ℂ} (hA : A.PosDef) (B X : Matrix c v ℂ)
    (D : Matrix v v ℂ) :
    ((admix X)ᴴ * overlap A B D * admix X).toBlocks₁₂ = 0 ↔ X = -(A⁻¹ * B) := by
  have hdet : IsUnit A.det := (isUnit_iff_isUnit_det A).1 hA.isUnit
  rw [admix_overlap, toBlocks_fromBlocks₁₂]
  constructor
  · intro h
    have h' : A * X = -B := eq_neg_of_add_eq_zero_left h
    rw [← Matrix.mul_neg, ← h', ← Matrix.mul_assoc, nonsing_inv_mul _ hdet, Matrix.one_mul]
  · rintro rfl
    rw [Matrix.mul_neg, ← Matrix.mul_assoc, mul_nonsing_inv _ hdet, Matrix.one_mul,
      neg_add_cancel]
```

The expression `toBlocks₁₂` picks out the upper right block, which holds the overlaps of core functions with new valence functions. By `admix_overlap` it is $AX+B$. If it vanishes, then $AX=-B$, and multiplying by $A^{-1}$ gives $X=-A^{-1}B$. Conversely, inserting this $X$ gives $-AA^{-1}B+B=0$. Once the core functions are held fixed and the valence functions may change only by core admixtures, there is thus exactly one solution.

```lean
/-- Core-valence orthogonalisation: for a positive definite overlap matrix, the admixture
`-A⁻¹ B` brings it to the block-diagonal form `diag(A, D')`, where `A` and `D'` are positive
definite and `D - D'` is positive semidefinite. -/
theorem core_valence_orthogonalisation {A : Matrix c c ℂ} {B : Matrix c v ℂ}
    {D : Matrix v v ℂ} (hS : (overlap A B D).PosDef) :
    (admix (-(A⁻¹ * B)))ᴴ * overlap A B D * admix (-(A⁻¹ * B)) =
        fromBlocks A 0 0 (valenceOverlap A B D) ∧
      A.PosDef ∧ (valenceOverlap A B D).PosDef ∧ (D - valenceOverlap A B D).PosSemidef := by
  obtain ⟨hA, hV⟩ := (overlap_posDef_iff A B D).1 hS
  refine ⟨?_, hA, hV, removed_posSemidef hA B D⟩
  have hdet : IsUnit A.det := (isUnit_iff_isUnit_det A).1 hA.isUnit
  -- both off-diagonal blocks vanish
  have h1 : A * -(A⁻¹ * B) + B = 0 := by
    rw [Matrix.mul_neg, ← Matrix.mul_assoc, mul_nonsing_inv _ hdet, Matrix.one_mul,
      neg_add_cancel]
  have h2 : (-(A⁻¹ * B))ᴴ = -(Bᴴ * A⁻¹) := by
    rw [conjTranspose_neg, conjTranspose_mul, conjTranspose_nonsing_inv, hA.isHermitian.eq]
  have h3 : -(Bᴴ * A⁻¹) * A + Bᴴ = 0 := by
    rw [Matrix.neg_mul, Matrix.mul_assoc, nonsing_inv_mul _ hdet, Matrix.mul_one,
      neg_add_cancel]
  rw [valenceOverlap, admix_overlap, h1, h2, h3, Matrix.zero_mul, zero_add, Matrix.neg_mul,
    neg_add_eq_sub]
```

This is the result stated at the start. The hypothesis `hS` says that $S$ is positive definite, and the symbol `∧` joins the four conclusions: the block-diagonal form, the positivity of $A$, the positivity of $D'$, and the semidefiniteness of $D-D'$. The last three come from the theorems above. For the first, set $X=-A^{-1}B$ in the general formula:

- The upper right block is $AX+B=0$, which is `h1`.
- Since $A$ is Hermitian, $X^\dagger=-B^\dagger A^{-1}$, which is `h2`.
- The lower left block is $X^\dagger A+B^\dagger=-B^\dagger+B^\dagger=0$, which is `h3`.
- The lower right block is $0\cdot X+X^\dagger B+D=D-B^\dagger A^{-1}B=D'$.

The closing `rw` substitutes these into `admix_overlap`.

The result is diagonal only in blocks. Core functions may still overlap with one another, and so may the new valence functions, which are also not normalised in general. The arithmetic is exact, so nothing is said about rounding errors when $A$ is nearly singular.

The smallest case with something to orthogonalise has one normalised core function $\varphi$ and one normalised valence function $\chi$, with $s=\langle\varphi|\chi\rangle$. Then $A=D=1$ and $B=s$, and $S$ is positive definite when $|s|<1$. The new valence function and its squared norm are

$$\chi'=\chi-s\,\varphi,\qquad D'=1-|s|^2 .$$

This is one Gram–Schmidt step before normalisation; the normalised function is $\chi'/\sqrt{1-|s|^2}$. As $|s|\to1$ the two functions become linearly dependent and $D'$ tends to zero.

## Shortest valence functions and the case of no change

```lean
omit [DecidableEq v] in
/-- For positive definite `A`, among all core admixtures `x` to a valence function `y`, the squared
norm is bounded below by its value in `D'`, and the bound is attained exactly for `x = -A⁻¹ B y`. -/
theorem norm_minimal {A : Matrix c c ℂ} (hA : A.PosDef) (B : Matrix c v ℂ)
    (D : Matrix v v ℂ) (x : c → ℂ) (y : v → ℂ) :
    star y ⬝ᵥ valenceOverlap A B D *ᵥ y ≤
        star (Sum.elim x y) ⬝ᵥ overlap A B D *ᵥ Sum.elim x y ∧
      (star (Sum.elim x y) ⬝ᵥ overlap A B D *ᵥ Sum.elim x y =
        star y ⬝ᵥ valenceOverlap A B D *ᵥ y ↔ x = -((A⁻¹ * B) *ᵥ y)) := by
  rw [norm_split hA]
  refine ⟨le_add_of_nonneg_left (hA.posSemidef.dotProduct_mulVec_nonneg _), ?_, ?_⟩
  · intro h
    by_contra hx
    have hne : x + (A⁻¹ * B) *ᵥ y ≠ 0 := fun h0 => hx (eq_neg_of_add_eq_zero_left h0)
    exact (hA.dotProduct_mulVec_pos hne).ne' (add_eq_right.1 h)
  · rintro rfl
    rw [neg_add_cancel, mulVec_zero, dotProduct_zero, zero_add]
```

Fix the valence coefficients $y$ and let the core coefficients $x$ vary. The theorem says

$$y^\dagger D'y\;\le\;\begin{pmatrix}x\\y\end{pmatrix}^{\!\dagger}S\begin{pmatrix}x\\y\end{pmatrix},$$

with equality exactly when $x=-A^{-1}By$. By the split norm, the difference of the two sides is $(x+A^{-1}By)^\dagger A\,(x+A^{-1}By)$. This is non-negative, and since $A$ is positive definite it vanishes only if $x+A^{-1}By=0$. The proof rewrites with `norm_split` and then makes these two observations.

When $S$ is an overlap matrix, the orthogonalised function is therefore the shortest one obtainable by adding core functions. Equivalently, the subtracted part is the best approximation to the valence function within the core space. Both the inequality and the condition for equality are proved assuming only that $A$ is positive definite; nothing is assumed about $D$.

```lean
/-- For positive definite `A`, orthogonalisation leaves the valence overlap matrix unchanged exactly
when the core and valence functions have no overlap to begin with. -/
theorem valenceOverlap_eq_iff {A : Matrix c c ℂ} (hA : A.PosDef) (B : Matrix c v ℂ)
    (D : Matrix v v ℂ) : valenceOverlap A B D = D ↔ B = 0 := by
  constructor
  · intro h
    have h0 : Bᴴ * A⁻¹ * B = 0 := sub_eq_self.1 h
    -- every valence function has zero projection on the core
    have hB : ∀ y : v → ℂ, B *ᵥ y = 0 := by
      intro y
      by_contra hy
      have hp := hA.inv.dotProduct_mulVec_pos hy
      rw [star_mulVec, ← Matrix.dotProduct_mulVec, mulVec_mulVec, mulVec_mulVec,
        h0, zero_mulVec, dotProduct_zero] at hp
      exact lt_irrefl _ hp
    ext i j
    have hij := congrFun (hB (Pi.single j 1)) i
    simpa using hij
  · rintro rfl
    simp [valenceOverlap]

end

end CoreValenceOrthogonalisation
```

The valence block is unchanged exactly when $B=0$. If $B=0$, the definition gives $D'=D$ at once. Conversely, $D'=D$ means $B^\dagger A^{-1}B=0$, so for every $y$

$$(By)^\dagger A^{-1}(By)=0 .$$

Since $A^{-1}$ is positive definite, $By=0$. The code obtains this as `hB`, by contradiction: a non-zero $By$ would make the left-hand side strictly positive. Choosing for $y$ the unit vector `Pi.single j 1` shows that column $j$ of $B$ is zero, and this holds for every valence label $j$. Any core-valence overlap at all therefore changes the valence overlap matrix.

```lean
#print axioms CoreValenceOrthogonalisation.orthogonal_iff
#print axioms CoreValenceOrthogonalisation.core_valence_orthogonalisation
#print axioms CoreValenceOrthogonalisation.norm_minimal
#print axioms CoreValenceOrthogonalisation.valenceOverlap_eq_iff
```

```
'CoreValenceOrthogonalisation.orthogonal_iff' depends on axioms: [propext, Classical.choice, Quot.sound]
'CoreValenceOrthogonalisation.core_valence_orthogonalisation' depends on axioms: [propext, Classical.choice, Quot.sound]
'CoreValenceOrthogonalisation.norm_minimal' depends on axioms: [propext, Classical.choice, Quot.sound]
'CoreValenceOrthogonalisation.valenceOverlap_eq_iff' depends on axioms: [propext, Classical.choice, Quot.sound]
```
